# Kraitchman's equation for a rigid linear molecule: the change of moment when one atomic mass changes

Suppose the mass of one atom in a linear molecule is raised by $d$ while all atoms keep their positions, and the atom's distance from the centre of mass is then computed as $\sqrt{\Delta I/d}$ from the change $\Delta I$ in the moment of inertia about a perpendicular axis through the centre of mass. Unless the atom sits at the centre of mass, the answer is too small, because the centre of mass has moved towards the substituted atom and the new moment refers to the new centre. With total mass $M$ and the old centre at the origin, the correct relation for an atom at $z_k$ is

$$\Delta I=\frac{M d}{M+d}\,z_k^2 .$$

In the rigid-rotor model, where the rotational constant is inversely proportional to the moment, this turns isotopic shifts in a rotational spectrum into distances of the substituted atoms from the centre of mass, which can be compared with a computed geometry.

## Masses on a line

The atoms are labelled by a finite type `ι`. Atom $i$ has mass $m_i$ and position $z_i$ on the molecular axis, and both are real functions on `ι`.

In Lean 4 with Mathlib:

```lean
import Mathlib

open Finset

namespace KraitchmanLinear

noncomputable section

variable {ι : Type*} [Fintype ι]
```

The total mass is $M=\sum_i m_i$.

```lean
/-- The total mass of the molecule. -/
def totalMass (m : ι → ℝ) : ℝ := ∑ i, m i
```

The centre of mass is $c=\frac1M\sum_i m_i z_i$.

```lean
/-- The position of the centre of mass on the molecular axis. -/
def centre (m z : ι → ℝ) : ℝ := (∑ i, m i * z i) / totalMass m
```

About a perpendicular axis through the point $a$, the moment of inertia is $I(a)=\sum_i m_i(z_i-a)^2$.

```lean
/-- The moment of inertia about a perpendicular axis through the point `a`. -/
def momentAbout (m z : ι → ℝ) (a : ℝ) : ℝ := ∑ i, m i * (z i - a) ^ 2
```

The central moment is $I=I(c)$. Since `moment` computes $c$ from the masses it is given, a substituted molecule is automatically referred to its own centre.

```lean
/-- The moment of inertia about a perpendicular axis through the centre of mass. -/
def moment (m z : ι → ℝ) : ℝ := momentAbout m z (centre m z)
```

Isotopic substitution adds $d$ to the mass of atom $k$ and leaves every other mass alone; `Pi.single k d` is the function equal to $d$ at $k$ and zero elsewhere. The positions `z` stay the same. This is the idealisation of a rigid geometry shared by all isotopologues, and it ignores the effect of vibration on measured moments.

```lean
/-- The masses after the mass of atom `k` has been changed by `d`. -/
def substitute [DecidableEq ι] (m : ι → ℝ) (k : ι) (d : ℝ) : ι → ℝ :=
  m + Pi.single k d
```

## Moving the axis

Multiplying the definition of $c$ by $M\neq0$ gives $Mc=\sum_i m_i z_i$.

```lean
/-- The total mass times the centre-of-mass position is the first moment of the masses. -/
theorem totalMass_mul_centre (m z : ι → ℝ) (hM : totalMass m ≠ 0) :
    totalMass m * centre m z = ∑ i, m i * z i := by
  unfold centre
  exact mul_div_cancel₀ _ hM
```

If masses $\delta_i$ are added to the atoms, with sum $D=\sum_i\delta_i$, the new total mass is $M+D$.

```lean
/-- Total masses add when mass is added to the atoms. -/
theorem totalMass_add (m δ : ι → ℝ) :
    totalMass (m + δ) = totalMass m + totalMass δ := by
  simp only [totalMass, Pi.add_apply, sum_add_distrib]
```

For any point $b$, expanding the square gives

$$I(b)=\sum_i m_i z_i^2-2b\sum_i m_i z_i+b^2M .$$

Replace $\sum_i m_i z_i$ by $Mc$ and subtract the value at $b=c$ from the value at $b=a$:

$$I(a)-I(c)=-2aMc+a^2M+2Mc^2-c^2M=M(c-a)^2 .$$

This is the parallel-axis theorem on the line. In the proof, `expand` is the expansion of $I(b)$ above, used at both points, and `ring` does the subtraction.

```lean
/-- Parallel-axis theorem: the moment about `a` is the central moment plus the total mass
times the squared distance from `a` to the centre of mass. -/
theorem parallel_axis (m z : ι → ℝ) (a : ℝ) (hM : totalMass m ≠ 0) :
    momentAbout m z a = moment m z + totalMass m * (centre m z - a) ^ 2 := by
  have h1 := totalMass_mul_centre m z hM
  -- every moment is a quadratic polynomial in the position of the axis
  have expand : ∀ b : ℝ, momentAbout m z b
      = ∑ i, m i * z i ^ 2 - 2 * b * ∑ i, m i * z i + b ^ 2 * totalMass m := by
    intro b
    unfold momentAbout totalMass
    rw [mul_sum, mul_sum, ← sum_sub_distrib, ← sum_add_distrib]
    exact sum_congr rfl fun i _ => by ring
  unfold moment
  rw [expand a, expand (centre m z), ← h1]
  ring
```

## Where the new centre lies

Let $c'$ be the centre after the masses $\delta_i$ are added. The first moments before and after are

$$Mc=\sum_i m_i z_i,\qquad (M+D)c'=\sum_i m_i z_i+\sum_i\delta_i z_i .$$

Subtracting the first from the second, and then $Dc$ from both sides, gives

$$(M+D)(c'-c)=\sum_i\delta_i z_i-Dc=\sum_i\delta_i(z_i-c).$$

Division by $M+D\neq0$ yields the displacement. The two first-moment equations are `h1` and `h2`, and `linear_combination h2 - h1` is their subtraction.

```lean
/-- Adding masses `δ i` to the atoms displaces the centre of mass by the first moment of the
added masses about the old centre, divided by the new total mass. -/
theorem centre_shift (m δ z : ι → ℝ) (hM : totalMass m ≠ 0)
    (hM' : totalMass m + totalMass δ ≠ 0) :
    centre (m + δ) z - centre m z
      = (∑ i, δ i * (z i - centre m z)) / (totalMass m + totalMass δ) := by
  have h1 := totalMass_mul_centre m z hM
  have h2 := totalMass_mul_centre (m + δ) z (by rwa [totalMass_add])
  rw [totalMass_add] at h2
  simp only [Pi.add_apply, add_mul, sum_add_distrib] at h2
  have h3 : ∑ i, δ i * (z i - centre m z)
      = ∑ i, δ i * z i - totalMass δ * centre m z := by
    simp only [totalMass, mul_sub, sum_sub_distrib, sum_mul]
  rw [eq_div_iff hM', h3]
  linear_combination h2 - h1
```

## Any set of mass changes

Seen from the old centre, the new molecule has moment $I+\sum_i\delta_i(z_i-c)^2$. By the parallel-axis theorem this exceeds its own central moment $I'$ by $(M+D)(c'-c)^2$. Inserting the displacement gives

$$I'=I+\sum_i\delta_i(z_i-c)^2-\frac{\bigl(\sum_i\delta_i(z_i-c)\bigr)^2}{M+D}.$$

The last term is the correction that the estimate $\sqrt{\Delta I/d}$ leaves out. In the code, `h1` is the view from the old centre, `h2` moves the axis, and `h3` cancels one factor of $M+D$.

```lean
/-- The central moment of inertia after arbitrary changes `δ i` of the atomic masses, in terms
of the atomic positions relative to the old centre of mass. -/
theorem moment_add (m δ z : ι → ℝ) (hM : totalMass m ≠ 0)
    (hM' : totalMass m + totalMass δ ≠ 0) :
    moment (m + δ) z = moment m z + ∑ i, δ i * (z i - centre m z) ^ 2
      - (∑ i, δ i * (z i - centre m z)) ^ 2 / (totalMass m + totalMass δ) := by
  -- the new molecule, seen from the old centre of mass
  have h1 : momentAbout (m + δ) z (centre m z)
      = moment m z + ∑ i, δ i * (z i - centre m z) ^ 2 := by
    simp only [moment, momentAbout, Pi.add_apply, add_mul, sum_add_distrib]
  -- move the axis to the new centre of mass
  have h2 := parallel_axis (m + δ) z (centre m z) (by rwa [totalMass_add])
  rw [centre_shift m δ z hM hM', totalMass_add] at h2
  have h3 : ∀ S : ℝ, (totalMass m + totalMass δ) * (S / (totalMass m + totalMass δ)) ^ 2
      = S ^ 2 / (totalMass m + totalMass δ) := by
    intro S
    field_simp
  rw [h3] at h2
  linarith
```

## One substituted atom

When only atom $k$ changes, $D=d$, and a sum $\sum_i\delta_i f_i$ reduces to $d f_k$ for any function $f$ of the atoms.

```lean
variable [DecidableEq ι]

/-- A mass `d` placed on atom `k` alone has total mass `d`, and the sum of any function of the atoms
weighted by this added mass is `d` times the function's value at `k`. -/
theorem single_mass (k : ι) (d : ℝ) :
    totalMass (Pi.single k d : ι → ℝ) = d ∧
      ∀ f : ι → ℝ, ∑ i, (Pi.single k d : ι → ℝ) i * f i = d * f k := by
  constructor
  · simp [totalMass, Pi.single_apply]
  · intro f
    simp [Pi.single_apply, ite_mul]
```

The general formula then becomes

$$I'-I=d(z_k-c)^2-\frac{d^2(z_k-c)^2}{M+d}=\frac{Md}{M+d}(z_k-c)^2 .$$

The theorem assumes only $M\neq0$ and $M+d\neq0$. Both hold when $M$ and $d$ are positive, and a lighter isotope, with $d<0$, is covered as long as some mass remains. Setting $c=0$ gives the equation at the start; for positive $M$ and $d$ the moment rises unless the atom sits at the centre of mass, where it is unchanged.

```lean
/-- Kraitchman's equation for a linear molecule: changing the mass of atom `k` by `d` changes
the central moment of inertia by `M d / (M + d)` times the squared distance of the atom from
the original centre of mass. -/
theorem kraitchman (m z : ι → ℝ) (k : ι) (d : ℝ) (hM : totalMass m ≠ 0)
    (hMd : totalMass m + d ≠ 0) :
    moment (substitute m k d) z = moment m z
      + totalMass m * d * (z k - centre m z) ^ 2 / (totalMass m + d) := by
  have h := moment_add m (Pi.single k d) z hM (by rwa [(single_mass k d).1])
  simp only [(single_mass k d).1, (single_mass k d).2] at h
  unfold substitute
  rw [h]
  field_simp
  ring
```

For a numerical instance, put mass 1 at $z=-2$ and mass 2 at $z=1$. Then $M=3$, $c=0$ and $I=4+2=6$. Raising the first mass to 2 leaves two equal masses 3 apart, each $3/2$ from the new centre, so $I'=2\cdot2\cdot\frac94=9$. The formula gives the same change, $\frac{3\cdot1}{4}\cdot4=3$. The uncorrected estimate would put the atom at distance $\sqrt3\approx1.73$ instead of 2.

In the limit $d\to\infty$ the change tends to $M(z_k-c)^2$. The new centre then sits on atom $k$, and the new moment is that of the original molecule about that atom.

## Distance and relative sign

With $c=0$ and $d\neq0$, solving for the coordinate gives

$$|z_k|=\sqrt{\frac{I'-I}{Md/(M+d)}} .$$

The proof shows that the quotient equals $z_k^2$ and then takes the root.

```lean
/-- With the original centre of mass at the origin, the distance of the substituted atom from
it is the square root of the change of moment divided by `M d / (M + d)`. -/
theorem substitution_coordinate (m z : ι → ℝ) (k : ι) (d : ℝ) (hM : totalMass m ≠ 0)
    (hd : d ≠ 0) (hMd : totalMass m + d ≠ 0) (hc : centre m z = 0) :
    |z k| = √((moment (substitute m k d) z - moment m z)
      / (totalMass m * d / (totalMass m + d))) := by
  have e : (moment (substitute m k d) z - moment m z)
      / (totalMass m * d / (totalMass m + d)) = z k ^ 2 := by
    rw [div_eq_iff (div_ne_zero (mul_ne_zero hM hd) hMd), kraitchman m z k d hM hMd, hc]
    ring
  rw [e, Real.sqrt_sq_eq_abs]
```

A single substitution does not tell on which side of the centre the atom lies. Now change atom $k$ by $d$ and atom $l$ by $e$, and let $\Delta I_{kl}$ be the change of moment. The general formula with $c=0$ reads

$$\Delta I_{kl}=d z_k^2+e z_l^2-\frac{(d z_k+e z_l)^2}{M+d+e}.$$

Multiplying by $M+d+e$ and collecting terms gives

$$(M+d+e)\,\Delta I_{kl}=d(M+e)z_k^2+e(M+d)z_l^2-2de\,z_kz_l ,$$

which is solved for $z_kz_l$ when $d$ and $e$ are nonzero. The squares are available from the two single substitutions, and the sign of the product says whether two off-centre atoms lie on the same side. In the proof, `hq` clears the denominator and `linear_combination` collects the terms.

```lean
/-- With the original centre of mass at the origin, the product of the coordinates of two atoms
follows from their squared coordinates and the change of moment on substituting both. -/
theorem double_substitution (m z : ι → ℝ) (k l : ι) (d e : ℝ) (hM : totalMass m ≠ 0)
    (hd : d ≠ 0) (he : e ≠ 0) (hMde : totalMass m + (d + e) ≠ 0) (hc : centre m z = 0) :
    z k * z l = (d * (totalMass m + e) * z k ^ 2 + e * (totalMass m + d) * z l ^ 2
      - (totalMass m + (d + e)) * (moment (substitute (substitute m k d) l e) z - moment m z))
        / (2 * d * e) := by
  have ht : totalMass (Pi.single k d + Pi.single l e : ι → ℝ) = d + e := by
    rw [totalMass_add, (single_mass k d).1, (single_mass l e).1]
  have h := moment_add m (Pi.single k d + Pi.single l e) z hM (by rwa [ht])
  rw [ht, hc] at h
  simp only [Pi.add_apply, add_mul, sum_add_distrib, (single_mass k d).2,
    (single_mass l e).2, sub_zero] at h
  have hs : substitute (substitute m k d) l e = m + (Pi.single k d + Pi.single l e) := by
    unfold substitute
    rw [add_assoc]
  -- clear the new total mass from the change of moment
  have hq := mul_div_cancel₀ ((d * z k + e * z l) ^ 2) hMde
  have hde : 2 * d * e ≠ 0 := mul_ne_zero (mul_ne_zero two_ne_zero hd) he
  rw [hs, eq_div_iff hde]
  linear_combination (totalMass m + (d + e)) * h - hq

end

end KraitchmanLinear
```

```lean
#print axioms KraitchmanLinear.kraitchman
-- 'KraitchmanLinear.kraitchman' depends on axioms: [propext, Classical.choice, Quot.sound]
#print axioms KraitchmanLinear.substitution_coordinate
-- 'KraitchmanLinear.substitution_coordinate' depends on axioms: [propext, Classical.choice, Quot.sound]
#print axioms KraitchmanLinear.double_substitution
-- 'KraitchmanLinear.double_substitution' depends on axioms: [propext, Classical.choice, Quot.sound]
```
